# A pair functional with symmetric B is bounded below exactly when B is positive semidefinite and V lies in its range

Suppose that the matrix $B$ of an explicitly correlated pair calculation has acquired one negative eigenvalue through approximated integrals. If $B$ is still invertible, the linear equations $Bc=-V$ still return amplitudes $c$ and a finite energy. Yet these amplitudes are not a minimum: the functional they were meant to minimise has no lower bound. If $B$ is singular, the functional can be unbounded even without a negative eigenvalue.

## The functional and its amplitudes

For a fixed electron pair, let $c$ be the vector of real amplitudes of finitely many geminal functions. The vector $V$ holds the coupling of these functions to the reference pair through the electron repulsion. The matrix $B$ represents the zeroth-order Hamiltonian, shifted by the pair's zeroth-order energy, between the geminal functions. Here both are given data; neither is derived from integrals, and coupling to conventional double excitations is left out.

The finite type `n` labels the geminal functions, and a vector is a function `n → ℝ`.

```lean
import Mathlib

open Matrix

namespace PairFunctionalBoundedness

variable {n : Type*} [Fintype n]
```

The functional is

$$E(c)=2\,c\cdot V+c\cdot Bc .$$

In Lean, `⬝ᵥ` is the scalar product and `*ᵥ` applies a matrix to a vector. The definition accepts any real square matrix; symmetry enters later as a hypothesis.

```lean
/-- The pair functional `E(c) = 2 c·V + cᵀ B c` of the amplitudes `c`. -/
def pairEnergy (B : Matrix n n ℝ) (V c : n → ℝ) : ℝ :=
  2 * (c ⬝ᵥ V) + c ⬝ᵥ B *ᵥ c
```

## Two ways to fall without limit

Along a ray $c=tx$, the linear term scales with $t$ and the quadratic term with $t^2$:

$$E(tx)=2t\,(x\cdot V)+t^2\,(x\cdot Bx).$$

The proof pulls the scalars out of the products and leaves the rest to `ring`.

```lean
/-- Along a ray of amplitudes `t x` the pair functional is a quadratic polynomial in `t`. -/
theorem pairEnergy_ray (B : Matrix n n ℝ) (V x : n → ℝ) (t : ℝ) :
    pairEnergy B V (t • x) = 2 * t * (x ⬝ᵥ V) + t ^ 2 * (x ⬝ᵥ B *ᵥ x) := by
  simp only [pairEnergy, Matrix.mulVec_smul, smul_dotProduct, dotProduct_smul, smul_eq_mul]
  ring
```

Let $q=x\cdot Bx<0$ and $l=x\cdot V$, and let $M$ be any proposed lower bound. Choose

$$t=\frac{2|l|+|M|+1}{-q}+1 .$$

Then $t\ge 1$ and $t(-q)=2|l|+|M|+1+(-q)$, so $t(-q)-2l\ge |M|+1>0$. Hence

$$E(tx)=-t\,\bigl(t(-q)-2l\bigr)\le-\bigl(t(-q)-2l\bigr)\le-|M|-1<M .$$

In the code, `h1` is the lower estimate of the bracket, and `h2` expresses that multiplying the bracket by $t\ge1$ does not reduce it.

```lean
/-- Along a direction of negative curvature the pair functional falls below every bound. -/
theorem unbounded_of_negative_curvature (B : Matrix n n ℝ) (V x : n → ℝ)
    (hx : x ⬝ᵥ B *ᵥ x < 0) (M : ℝ) : ∃ t : ℝ, pairEnergy B V (t • x) < M := by
  have key : ∀ q l : ℝ, q < 0 → ∃ t : ℝ, 2 * t * l + t ^ 2 * q < M := by
    intro q l hq
    have hk : 0 < -q := by linarith
    -- a step long enough for the quadratic term to beat the linear one
    obtain ⟨t, ht1, htk⟩ : ∃ t : ℝ, 1 ≤ t ∧ t * (-q) = 2 * |l| + |M| + 1 + (-q) := by
      refine ⟨(2 * |l| + |M| + 1) / (-q) + 1, ?_, ?_⟩
      · have h0 : 0 ≤ (2 * |l| + |M| + 1) / (-q) := div_nonneg (by positivity) hk.le
        linarith
      · rw [add_mul, div_mul_cancel₀ _ hk.ne', one_mul]
    have h1 : |M| + 1 ≤ t * (-q) - 2 * l := by linarith [le_abs_self l]
    have h2 : 0 ≤ (t - 1) * (t * (-q) - 2 * l) :=
      mul_nonneg (by linarith) (by linarith [abs_nonneg M])
    exact ⟨t, by nlinarith [neg_abs_le M]⟩
  obtain ⟨t, ht⟩ := key _ (x ⬝ᵥ V) hx
  exact ⟨t, by rw [pairEnergy_ray]; exact ht⟩
```

An eigenvector $x\neq0$ with $Bx=\mu x$ and $\mu<0$ is such a direction, because $x\cdot Bx=\mu\,(x\cdot x)<0$. One negative eigenvalue is therefore enough, whatever the coupling $V$.

```lean
/-- If `B` has an eigenvector with a negative eigenvalue, the pair functional falls below
every bound along that eigenvector, whatever `V` is. -/
theorem unbounded_of_negative_eigenvalue (B : Matrix n n ℝ) (V x : n → ℝ) (μ : ℝ)
    (hx : x ≠ 0) (hμ : μ < 0) (heig : B *ᵥ x = μ • x) (M : ℝ) :
    ∃ t : ℝ, pairEnergy B V (t • x) < M := by
  have hpos : 0 < x ⬝ᵥ x :=
    lt_of_le_of_ne (Finset.sum_nonneg fun i _ => mul_self_nonneg (x i))
      (fun h => hx (dotProduct_self_eq_zero.mp h.symm))
  apply unbounded_of_negative_curvature
  rw [heig, dotProduct_smul, smul_eq_mul]
  exact mul_neg_of_neg_of_pos hμ hpos
```

The second way down is linear. If $Bx=0$ but $x\cdot V\neq0$, then $E(tx)=2t\,(x\cdot V)$, and the choice $t=(M-1)/(2\,x\cdot V)$ gives $E(tx)=M-1<M$.

```lean
/-- If a null vector of `B` overlaps with `V`, the pair functional falls below every bound
along that null vector. -/
theorem unbounded_of_coupled_null_vector (B : Matrix n n ℝ) (V x : n → ℝ)
    (hx : B *ᵥ x = 0) (hV : x ⬝ᵥ V ≠ 0) (M : ℝ) :
    ∃ t : ℝ, pairEnergy B V (t • x) < M := by
  refine ⟨(M - 1) / (2 * (x ⬝ᵥ V)), ?_⟩
  have h : 2 * ((M - 1) / (2 * (x ⬝ᵥ V))) * (x ⬝ᵥ V) = M - 1 := by
    field_simp
  rw [pairEnergy_ray, hx, dotProduct_zero, h]
  linarith
```

## When V lies in the range of B

From here on $B$ is symmetric, which is the hypothesis `B.IsSymm`. It allows $B$ to change sides in a scalar product:

$$x\cdot By=(B^{\mathsf T}x)\cdot y=(Bx)\cdot y .$$

```lean
/-- A symmetric matrix can be moved from one side of the scalar product to the other. -/
theorem dotProduct_mulVec_symm {B : Matrix n n ℝ} (hB : B.IsSymm) (x y : n → ℝ) :
    x ⬝ᵥ B *ᵥ y = (B *ᵥ x) ⬝ᵥ y := by
  rw [Matrix.dotProduct_mulVec, ← Matrix.mulVec_transpose, hB.eq]
```

Suppose that $V$ is orthogonal to every null vector of $B$. Let $K$ be the range of $B$, and let $u$ be orthogonal to $K$. Since $B(Bu)$ lies in $K$,

$$0=B(Bu)\cdot u=Bu\cdot Bu ,$$

so $Bu=0$, and by assumption $u\cdot V=0$. Thus $V$ is orthogonal to everything in $K^\perp$, which means $V\in K^{\perp\perp}$. In finite dimension $K^{\perp\perp}=K$, so $V=Bd$ for some $d$.

The proof uses Mathlib's orthogonal complement for subspaces of an inner-product space, and therefore works in `EuclideanSpace ℝ n`; `hin` identifies its inner product with the scalar product used above.

```lean
/-- For symmetric `B`, a vector `V` orthogonal to all null vectors of `B` lies in the
range of `B`. -/
theorem mem_range_of_orthogonal_null {B : Matrix n n ℝ} (hB : B.IsSymm) (V : n → ℝ)
    (h : ∀ x, B *ᵥ x = 0 → x ⬝ᵥ V = 0) : ∃ d, B *ᵥ d = V := by
  have hin : ∀ x y : EuclideanSpace ℝ n, inner ℝ x y = x.ofLp ⬝ᵥ y.ofLp := by
    intro x y
    simp [PiLp.inner_apply, dotProduct, mul_comm]
  -- the range of `B` as a subspace of Euclidean space
  let K : Submodule ℝ (EuclideanSpace ℝ n) :=
    { carrier := {y | ∃ c, B *ᵥ c = y.ofLp}
      zero_mem' := ⟨0, by simp⟩
      add_mem' := by
        rintro a b ⟨c, hc⟩ ⟨d, hd⟩
        exact ⟨c + d, by simp [Matrix.mulVec_add, hc, hd]⟩
      smul_mem' := by
        rintro r a ⟨c, hc⟩
        exact ⟨r • c, by simp [Matrix.mulVec_smul, hc]⟩ }
  have hmem : WithLp.toLp 2 V ∈ K := by
    rw [← Submodule.orthogonal_orthogonal K, Submodule.mem_orthogonal]
    intro u hu
    -- a vector orthogonal to the range is a null vector
    have h1 : (B *ᵥ (B *ᵥ u.ofLp)) ⬝ᵥ u.ofLp = 0 := by
      have h2 := (Submodule.mem_orthogonal K u).mp hu
        (WithLp.toLp 2 (B *ᵥ (B *ᵥ u.ofLp))) ⟨_, rfl⟩
      rw [hin] at h2
      exact h2
    rw [← dotProduct_mulVec_symm hB] at h1
    rw [hin]
    exact h u.ofLp (dotProduct_self_eq_zero.mp h1)
  exact hmem
```

## The minimum, even for singular B

Let $x\cdot Bx\ge0$ for all $x$, and let $V=Bd$. By symmetry $d\cdot Bc=V\cdot c$, so

$$(c+d)\cdot B(c+d)=c\cdot Bc+2\,c\cdot V+d\cdot V=E(c)+d\cdot V .$$

Also $E(-d)=-2\,d\cdot V+d\cdot V=-d\cdot V$. Therefore

$$E(c)-E(-d)=(c+d)\cdot B(c+d)\ge0 ,$$

and $-d$ is a minimiser. No inverse of $B$ is needed. In the proof, `h` is the non-negativity of the form at $c+d$, expanded term by term.

```lean
/-- If `B` is symmetric and positive semidefinite and `V = B d`, the amplitudes `-d`
minimise the pair functional. -/
theorem pairEnergy_min {B : Matrix n n ℝ} (hB : B.IsSymm) {V d : n → ℝ}
    (hpos : ∀ x, 0 ≤ x ⬝ᵥ B *ᵥ x) (hd : B *ᵥ d = V) (c : n → ℝ) :
    pairEnergy B V (-d) ≤ pairEnergy B V c := by
  have h1 : d ⬝ᵥ B *ᵥ c = c ⬝ᵥ V := by
    rw [dotProduct_mulVec_symm hB, hd, dotProduct_comm]
  -- the quadratic form at the displacement `c - (-d)`
  have h := hpos (c + d)
  simp only [Matrix.mulVec_add, dotProduct_add, add_dotProduct, hd, h1] at h
  simp only [pairEnergy, Matrix.mulVec_neg, neg_dotProduct, dotProduct_neg, hd]
  linarith
```

## The criterion

If $E$ has a lower bound $M$, a direction of negative curvature would contradict it, and so would a null vector that overlaps with $V$. The first exclusion gives $x\cdot Bx\ge0$ for all $x$; the second, with the range argument, gives $V=Bd$. Conversely, these two conditions make $E(-d)$ a lower bound.

`BddBelow (Set.range (pairEnergy B V))` says that one real number lies below all values of $E$. Positive semidefiniteness is written out as the inequality for the quadratic form.

```lean
/-- For symmetric `B`, the pair functional is bounded below if and only if `B` is positive
semidefinite and `V` lies in the range of `B`. -/
theorem bddBelow_iff {B : Matrix n n ℝ} (hB : B.IsSymm) (V : n → ℝ) :
    BddBelow (Set.range (pairEnergy B V)) ↔
      (∀ x, 0 ≤ x ⬝ᵥ B *ᵥ x) ∧ ∃ d, B *ᵥ d = V := by
  constructor
  · rintro ⟨M, hM⟩
    have hM' : ∀ c, M ≤ pairEnergy B V c := fun c => hM ⟨c, rfl⟩
    constructor
    · intro x
      by_contra hx
      obtain ⟨t, ht⟩ := unbounded_of_negative_curvature B V x (not_le.mp hx) M
      exact absurd (hM' (t • x)) (not_le_of_gt ht)
    · apply mem_range_of_orthogonal_null hB
      intro x hx
      by_contra hV
      obtain ⟨t, ht⟩ := unbounded_of_coupled_null_vector B V x hx hV M
      exact absurd (hM' (t • x)) (not_le_of_gt ht)
  · rintro ⟨hpos, d, hd⟩
    refine ⟨pairEnergy B V (-d), ?_⟩
    rintro _ ⟨c, rfl⟩
    exact pairEnergy_min hB hpos hd c
```

Symmetry matters here. For

$$B=\begin{pmatrix}0&1\\-1&0\end{pmatrix},\qquad V=\begin{pmatrix}1\\0\end{pmatrix},$$

the quadratic form vanishes identically and $V=Bd$ with $d=(0,1)$, so both conditions hold. But $E(c)=2c_0$, counting components from zero, and this is unbounded below.

For a symmetric $B$, boundedness also guarantees that the lowest value is reached: the criterion supplies $d$, and $-d$ is the minimiser.

```lean
/-- For symmetric `B`, a pair functional that is bounded below attains its minimum. -/
theorem exists_minimiser {B : Matrix n n ℝ} (hB : B.IsSymm) (V : n → ℝ)
    (h : BddBelow (Set.range (pairEnergy B V))) :
    ∃ c₀, ∀ c, pairEnergy B V c₀ ≤ pairEnergy B V c := by
  obtain ⟨hpos, d, hd⟩ := (bddBelow_iff hB V).mp h
  exact ⟨-d, pairEnergy_min hB hpos hd⟩
```

For a single pair with a finite set of real amplitudes, the criterion suggests a check before the energy obtained from $Bc=-V$ is read as a minimum: inspect the lowest eigenvalue of $B$. If $B$ is singular, check also that $V$ has no overlap with the null vectors of $B$: otherwise $Bc=-V$ has no exact solution, and amplitudes obtained with a pseudo-inverse are not a minimum.

## A singular matrix with two amplitudes

Take $B=\mathrm{diag}(1,0)$ and $V=(a,b)$. Then

$$E(c)=c_0^2+2a\,c_0+2b\,c_1 .$$

The matrix is positive semidefinite, yet for $b\neq0$ the last term has no lower bound. For $b=0$ what remains is $(c_0+a)^2-a^2\ge-a^2$. Semidefiniteness without the range condition is thus not enough.

The proof applies the criterion. The second component of $Bd=V$ reads $0=b$; conversely, $d=(a,0)$ solves the equation when $b=0$.

```lean
/-- For two amplitudes with `B = diag(1, 0)` and `V = (a, b)`, the pair functional is bounded
below if and only if `b = 0`. -/
theorem singular_example (a b : ℝ) :
    BddBelow (Set.range (pairEnergy !![1, 0; 0, 0] ![a, b])) ↔ b = 0 := by
  have hB : (!![1, 0; 0, 0] : Matrix (Fin 2) (Fin 2) ℝ).IsSymm := by
    ext i j
    fin_cases i <;> fin_cases j <;> simp
  rw [bddBelow_iff hB]
  constructor
  · rintro ⟨_, d, hd⟩
    have h := congrFun hd 1
    simp [Matrix.mulVec, dotProduct, Fin.sum_univ_two] at h
    linarith
  · intro hb
    refine ⟨fun x => ?_, ![a, 0], ?_⟩
    · have h : x ⬝ᵥ (!![1, 0; 0, 0] : Matrix (Fin 2) (Fin 2) ℝ) *ᵥ x = x 0 * x 0 := by
        simp [Matrix.mulVec, dotProduct, Fin.sum_univ_two]
      rw [h]
      exact mul_self_nonneg (x 0)
    · ext i
      fin_cases i <;> simp [Matrix.mulVec, dotProduct, Fin.sum_univ_two, hb]

end PairFunctionalBoundedness
```

```lean
#print axioms PairFunctionalBoundedness.unbounded_of_negative_eigenvalue
#print axioms PairFunctionalBoundedness.bddBelow_iff
#print axioms PairFunctionalBoundedness.exists_minimiser
#print axioms PairFunctionalBoundedness.singular_example
```

```
'PairFunctionalBoundedness.unbounded_of_negative_eigenvalue' depends on axioms: [propext, Classical.choice, Quot.sound]
'PairFunctionalBoundedness.bddBelow_iff' depends on axioms: [propext, Classical.choice, Quot.sound]
'PairFunctionalBoundedness.exists_minimiser' depends on axioms: [propext, Classical.choice, Quot.sound]
'PairFunctionalBoundedness.singular_example' depends on axioms: [propext, Classical.choice, Quot.sound]
```
